# Symmetric operators give orthogonal Lanczos vectors while the couplings stay nonzero

Let \(A\) be a symmetric operator on a real inner-product space, and let \(q_0,\dots,q_m\) be unit vectors, with \(q_{-1}=0\). For \(0\le j<m\) they obey

\[
b_{j+1}q_{j+1}=Aq_j-a_jq_j-b_jq_{j-1},\qquad a_j=\langle q_j,Aq_j\rangle,\qquad b_{j+1}\neq0 .
\]

Each step subtracts only the components along the last two vectors, yet all the \(q_j\) are supposed to be mutually orthogonal. I would like to see every step of the argument, together with a machine-checked proof. Does it also cover complex Hermitian Hamiltonians?

## Why two subtractions are enough

It does. Take the inner product linear in its second argument and conjugate-linear in its first, and write the recurrence as

\[
b_{j+1}q_{j+1}=Aq_j-a_jq_j-\overline{b_j}\,q_{j-1}.
\]

For real \(b_j\) this is your formula. The condition \(b_{j+1}\ne0\) says that the recurrence has not broken down: something is left of \(Aq_j\) after the subtractions, and it can be normalised.

Suppose that \(q_0,\dots,q_n\) are already mutually orthogonal, with \(n<m\). For \(i\le n\), project the recurrence on \(q_i\):

\[
b_{n+1}\langle q_i,q_{n+1}\rangle=\langle q_i,Aq_n\rangle-a_n\langle q_i,q_n\rangle-\overline{b_n}\langle q_i,q_{n-1}\rangle .
\]

**The current vector, \(i=n\).** The last overlap vanishes, by assumption or because \(q_{-1}=0\). Since \(\langle q_n,q_n\rangle=1\), the right-hand side is \(a_n-a_n=0\).

**Older vectors, \(i<n\).** The \(a_n\) term vanishes. Symmetry moves \(A\) to the left, where the recurrence for \(Aq_i\) gives

\[
\langle q_i,Aq_n\rangle=\langle Aq_i,q_n\rangle
=\overline{b_{i+1}}\langle q_{i+1},q_n\rangle+\overline{a_i}\langle q_i,q_n\rangle+b_i\langle q_{i-1},q_n\rangle .
\]

The last two terms are zero, because \(i-1\) and \(i\) are both below \(n\). Two cases remain:

- If \(i=n-1\), the first term is \(\overline{b_n}\), and the backward term of the recurrence subtracts \(\overline{b_n}\langle q_{n-1},q_{n-1}\rangle=\overline{b_n}\). The result is zero.
- If \(i<n-1\), then \(\langle q_{i+1},q_n\rangle=0\) and \(\langle q_i,q_{n-1}\rangle=0\), so every term vanishes.

In all cases \(b_{n+1}\langle q_i,q_{n+1}\rangle=0\), and dividing by \(b_{n+1}\) completes the induction.

Two consequences follow. Solving the recurrence for \(Aq_j\) and projecting on \(q_i\) gives, for \(i\le m\) and \(j<m\),

\[
\langle q_i,Aq_j\rangle=b_{j+1}\delta_{i,j+1}+a_j\delta_{ij}+\overline{b_j}\,\delta_{i+1,j}.
\]

Also, \(m+1\) orthonormal vectors are linearly independent, so a finite-dimensional space must have dimension at least \(m+1\).

## A non-symmetric matrix that leads back to minus the starting vector

Without symmetry the claim fails already in two dimensions. Let \(Ae_1=e_2\) and \(Ae_2=0\), and start from \(q_0=e_1\). Then \(a_0=0\), and we may take \(b_1=1\), \(q_1=e_2\). Next, \(a_1=0\) and

\[
b_2q_2=Ae_2-b_1e_1=-e_1,
\]

so \(b_2=1\) and \(q_2=-e_1\). Every other hypothesis holds, but \(\langle q_0,q_2\rangle=-1\).

## What `LanczosRun` assumes

The scalar field `𝕜` is any `RCLike` field, which includes the real and complex numbers. The space `E` may have infinite dimension. The operator `A` is a linear map defined on all of `E`, so an unbounded Hamiltonian fits only on a subspace that it maps into itself. `A.IsSymmetric` means \(\langle Ax,y\rangle=\langle x,Ay\rangle\) for all \(x,y\).

The vectors form a sequence `q : ℕ → E`, of which only `q 0` to `q m` are constrained. The function `prev` supplies \(q_{j-1}\), with the zero vector at \(j=0\); the value `b 0` therefore has no effect. The four fields of `LanczosRun` state normalisation, the formula for \(a_j\), nonzero couplings and the recurrence. Orthogonality is not among them.

`LanczosRun.orthogonal` says that for symmetric `A` and distinct `i` and `j` up to `m`, the overlap of `q i` and `q j` is zero. `LanczosRun.tridiagonal` gives the matrix elements above. It leaves out the column `j = m`, where the recurrence has not been applied.

The theorems take a run as given and do not construct one from a starting vector. They also require the recurrence to hold exactly. For a Hamiltonian matrix in a finite basis, they justify reading a tridiagonal matrix off the coefficients under that condition; in floating-point computation, rounding can destroy the orthogonality.

```lean
import Mathlib

open scoped ComplexConjugate

namespace LanczosRecurrence

noncomputable section

variable {𝕜 E : Type*} [RCLike 𝕜] [NormedAddCommGroup E] [InnerProductSpace 𝕜 E]

/-- The vector before `q j` in a sequence, with the convention that the one before `q 0`
is zero. -/
def prev (q : ℕ → E) : ℕ → E
  | 0 => 0
  | j + 1 => q j

/-- `m` steps of the Lanczos recurrence for the operator `A`: unit vectors `q 0, ..., q m`,
diagonal coefficients `a j = ⟨q j, A q j⟩` and nonzero couplings `b 1, ..., b m`, which may be
complex. -/
structure LanczosRun (A : E →ₗ[𝕜] E) (q : ℕ → E) (a b : ℕ → 𝕜) (m : ℕ) : Prop where
  unit : ∀ j, j ≤ m → ‖q j‖ = 1
  diag : ∀ j, j < m → a j = inner 𝕜 (q j) (A (q j))
  coupling : ∀ j, j < m → b (j + 1) ≠ 0
  step : ∀ j, j < m →
    b (j + 1) • q (j + 1) = A (q j) - a j • q j - conj (b j) • prev q j

variable {A : E →ₗ[𝕜] E} {q : ℕ → E} {a b : ℕ → 𝕜} {m : ℕ}

/-- Each Lanczos vector has overlap one with itself. -/
theorem LanczosRun.inner_self (h : LanczosRun A q a b m) (j : ℕ) (hj : j ≤ m) :
    inner 𝕜 (q j) (q j) = 1 := by
  rw [inner_self_eq_norm_sq_to_K, h.unit j hj]
  simp

/-- The overlap of any vector `x` with the next Lanczos vector, multiplied by the coupling
`b (j + 1)`, read off from the recurrence. -/
theorem LanczosRun.inner_next (h : LanczosRun A q a b m) (x : E) (j : ℕ) (hj : j < m) :
    b (j + 1) * inner 𝕜 x (q (j + 1)) =
      inner 𝕜 x (A (q j)) - a j * inner 𝕜 x (q j) - conj (b j) * inner 𝕜 x (prev q j) := by
  rw [← inner_smul_right, h.step j hj, inner_sub_right, inner_sub_right,
    inner_smul_right, inner_smul_right]

/-- The overlap of `A q j` with any vector `x` involves only the Lanczos vectors
`q (j + 1)`, `q j` and the one before `q j`. -/
theorem LanczosRun.inner_action (h : LanczosRun A q a b m) (x : E) (j : ℕ) (hj : j < m) :
    inner 𝕜 (A (q j)) x =
      conj (b (j + 1)) * inner 𝕜 (q (j + 1)) x + conj (a j) * inner 𝕜 (q j) x
        + b j * inner 𝕜 (prev q j) x := by
  have hA : A (q j) = b (j + 1) • q (j + 1) + a j • q j + conj (b j) • prev q j := by
    rw [h.step j hj]
    abel
  rw [hA, inner_add_left, inner_add_left, inner_smul_left, inner_smul_left, inner_smul_left,
    RCLike.conj_conj]

/-- For symmetric `A`, each new Lanczos vector is orthogonal to all earlier ones. -/
theorem LanczosRun.orthogonal_to_earlier (h : LanczosRun A q a b m) (hA : A.IsSymmetric) :
    ∀ n, n ≤ m → ∀ i, i < n → inner 𝕜 (q i) (q n) = 0 := by
  intro n
  induction n using Nat.strong_induction_on with
  | _ n ih =>
    intro hn i hi
    obtain _ | n := n
    · omega
    -- the coupling is nonzero, so it suffices to treat the unnormalised vector
    refine (mul_eq_zero.mp ?_).resolve_left (h.coupling n (by omega))
    rw [h.inner_next (q i) n (by omega)]
    by_cases hin : i = n
    · -- overlap with the current vector: removed by the choice of `a n`
      have hprev : inner 𝕜 (q n) (prev q n) = 0 := by
        rcases n with _ | k
        · simp [prev]
        · show inner 𝕜 (q (k + 1)) (q k) = 0
          exact inner_eq_zero_symm.mp (ih (k + 1) (by omega) (by omega) k (by omega))
      rw [hin, ← h.diag n (by omega), h.inner_self n (by omega), hprev]
      ring
    · -- overlap with an older vector: symmetry moves `A` to the left
      obtain ⟨k, rfl⟩ : ∃ k, n = k + 1 := ⟨n - 1, by omega⟩
      have h0 := ih (k + 1) (by omega) (by omega) i (by omega)
      have hprev : inner 𝕜 (prev q i) (q (k + 1)) = 0 := by
        rcases i with _ | l
        · simp [prev]
        · exact ih (k + 1) (by omega) (by omega) l (by omega)
      have hk : prev q (k + 1) = q k := rfl
      rw [← hA (q i) (q (k + 1)), h.inner_action _ i (by omega), h0, hprev, hk]
      by_cases hik : i = k
      · -- the two couplings cancel
        rw [hik, h.inner_self (k + 1) (by omega), h.inner_self k (by omega)]
        ring
      · rw [ih (k + 1) (by omega) (by omega) (i + 1) (by omega),
          ih k (by omega) (by omega) i (by omega)]
        ring

/-- **Orthogonality of the Lanczos vectors.** For a symmetric operator, the vectors
`q 0, ..., q m` of a Lanczos run are mutually orthogonal. -/
theorem LanczosRun.orthogonal (h : LanczosRun A q a b m) (hA : A.IsSymmetric)
    {i j : ℕ} (hi : i ≤ m) (hj : j ≤ m) (hij : i ≠ j) : inner 𝕜 (q i) (q j) = 0 := by
  rcases Nat.lt_or_gt_of_ne hij with hlt | hgt
  · exact h.orthogonal_to_earlier hA j hj i hlt
  · exact inner_eq_zero_symm.mp (h.orthogonal_to_earlier hA i hi j hgt)

/-- For a symmetric operator, the matrix elements `⟨q i, A q j⟩` with `i ≤ m` and `j < m` are
tridiagonal: `b (j + 1)` for `i = j + 1`, `a j` for `i = j`, the conjugate of `b j` for `i + 1 = j`,
and zero otherwise. -/
theorem LanczosRun.tridiagonal (h : LanczosRun A q a b m) (hA : A.IsSymmetric)
    {i j : ℕ} (hi : i ≤ m) (hj : j < m) :
    inner 𝕜 (q i) (A (q j)) =
      if i = j + 1 then b (j + 1) else if i = j then a j
        else if i + 1 = j then conj (b j) else 0 := by
  have δ : ∀ k, k ≤ m → inner 𝕜 (q i) (q k) = if i = k then (1 : 𝕜) else 0 := by
    intro k hk
    split_ifs with hik
    · rw [hik, h.inner_self k hk]
    · exact h.orthogonal hA hi hk hik
  have e : inner 𝕜 (q i) (A (q j)) = b (j + 1) * inner 𝕜 (q i) (q (j + 1))
      + a j * inner 𝕜 (q i) (q j) + conj (b j) * inner 𝕜 (q i) (prev q j) := by
    linear_combination -(h.inner_next (q i) j hj)
  rw [e, δ (j + 1) (by omega), δ j (by omega)]
  rcases j with _ | k
  · have hp : inner 𝕜 (q i) (prev q 0) = 0 := inner_zero_right _
    -- the first vector has no backward neighbour
    rw [hp, if_neg (by omega : ¬ i + 1 = 0)]
    split_ifs <;> first | omega | ring
  · have hp : prev q (k + 1) = q k := rfl
    rw [hp, δ k (by omega)]
    split_ifs <;> first | omega | ring

/-- In a finite-dimensional space, a Lanczos run of a symmetric operator with `m` nonzero
couplings needs dimension at least `m + 1`. -/
theorem LanczosRun.steps_lt_dimension [FiniteDimensional 𝕜 E] (h : LanczosRun A q a b m)
    (hA : A.IsSymmetric) : m + 1 ≤ Module.finrank 𝕜 E := by
  have ho : Orthonormal 𝕜 (fun i : Fin (m + 1) => q i) :=
    ⟨fun i => h.unit i (Nat.le_of_lt_succ i.isLt), fun i j hij =>
      h.orthogonal hA (Nat.le_of_lt_succ i.isLt) (Nat.le_of_lt_succ j.isLt)
        (fun e => hij (Fin.ext e))⟩
  simpa using ho.linearIndependent.fintype_card_le_finrank

/-- Nearest-neighbour hopping with unit amplitude on an open chain of three sites. -/
def hop : EuclideanSpace ℝ (Fin 3) →ₗ[ℝ] EuclideanSpace ℝ (Fin 3) where
  toFun x := !₂[x 1, x 0 + x 2, x 1]
  map_add' x y := by
    ext i
    fin_cases i <;> simp
    ring
  map_smul' c x := by
    ext i
    fin_cases i <;> simp
    ring

/-- The state localised on site `j` of the three-site chain, and zero for `j` above 2. -/
def site (j : ℕ) : EuclideanSpace ℝ (Fin 3) :=
  !₂[if j = 0 then 1 else 0, if j = 1 then 1 else 0, if j = 2 then 1 else 0]

/-- Hopping on the three-site chain is symmetric, and the site states form a Lanczos run of two
steps with diagonal coefficients 0 and couplings 1. -/
theorem lanczosRun_witness :
    hop.IsSymmetric ∧ LanczosRun hop site (fun _ => 0) (fun _ => 1) 2 := by
  refine ⟨?_, ?_, ?_, ?_, ?_⟩
  · intro x y
    simp [hop, PiLp.inner_apply, Fin.sum_univ_three]
    ring
  · intro j hj
    interval_cases j <;> simp [site, EuclideanSpace.norm_eq, Fin.sum_univ_three]
  · intro j hj
    interval_cases j <;> simp [site, hop, PiLp.inner_apply, Fin.sum_univ_three]
  · intro j _
    exact one_ne_zero
  · intro j hj
    interval_cases j <;> ext i <;> fin_cases i <;> simp [site, hop, prev]

end

end LanczosRecurrence
```

```lean
#print axioms LanczosRecurrence.LanczosRun.orthogonal
#print axioms LanczosRecurrence.LanczosRun.tridiagonal
#print axioms LanczosRecurrence.LanczosRun.steps_lt_dimension
```

```
'LanczosRecurrence.LanczosRun.orthogonal' depends on axioms: [propext, Classical.choice, Quot.sound]
'LanczosRecurrence.LanczosRun.tridiagonal' depends on axioms: [propext, Classical.choice, Quot.sound]
'LanczosRecurrence.LanczosRun.steps_lt_dimension' depends on axioms: [propext, Classical.choice, Quot.sound]
```

## From the projections to the induction in Lean

`inner_next` projects the recurrence on an arbitrary vector `x`. `inner_action` solves it for `A (q j)` and puts that vector on the left of the inner product, which conjugates the coefficients. `inner_self` turns unit norm into unit overlap.

The induction is `orthogonal_to_earlier`. Its strong induction hypothesis `ih` contains the orthogonality of all pairs below the newest vector. The step with `mul_eq_zero` and `h.coupling` is the division by \(b_{n+1}\), done at the start. The split `by_cases hin : i = n` separates the current vector from the older ones. In the second branch `n` is written as `k + 1`, and rewriting with `hA` moves the operator to the left. The split `by_cases hik : i = k` then isolates \(i=n-1\), where `ring` cancels the two couplings.

`orthogonal` removes the ordering of the indices by using the symmetry of a vanishing overlap. `tridiagonal` inserts the Kronecker deltas into the projected recurrence and checks the index cases. `steps_lt_dimension` packages the vectors as an orthonormal family and compares their number with the dimension.

Finally, `lanczosRun_witness` gives a concrete run: one particle hopping on an open three-site chain. Starting at the end site, the site states are the Lanczos vectors, with \(a_j=0\), \(b_j=1\) and \(m=2\). Here the dimension bound is attained.
